# A pair with on-site attraction in a finite cell: g/N < B < (g/N)/(1 − s) when s < 1

## Two particles on N sites

Put two particles of opposite spin on a periodic lattice of N sites, with total momentum zero and an attraction g > 0 when they share a site. The pair states are labelled by the relative momentum k and have kinetic energies d_k. The on-site attraction couples every pair state to every other, and to itself, with the same matrix element −g/N.

The lowest energy of the pair comes out below d_0, the lowest energy without interaction. This looks like binding, but two particles confined to a small cell also meet often without being bound. How much of the lowering can be due to the cell?

## Bounds on the lowering

Number the levels k = 0, …, N−1 with N ≥ 2, and let d_0 < d_k for all k > 0. With J the N × N matrix whose entries are all 1, the Hamiltonian is

H = diag(d) − (g/N) J.

Define the dimensionless number

s = (g/N) Σ_{k>0} 1/(d_k − d_0).

In perturbation theory the first-order shift of d_0 is −g/N and the second-order shift is −(g/N)s, so s is their ratio. If s < 1, the lowest eigenvalue is d_0 − B with

g/N < B < (g/N)/(1 − s).

If g is fixed and s ≤ σ < 1 in a sequence of growing cells, then B → 0. In this two-particle model with uniform coupling, a lowered energy in a single simulation cell is therefore no evidence of a bound state by itself.

## The secular equation

Write c = g/N and let A = Σ_j v_j be the sum of the amplitudes of a vector v. Then

(Hv)_k = d_k v_k − cA.

For B > 0, the equation Hv = (d_0 − B)v becomes

(d_k − d_0 + B) v_k = cA.

Every bracket is positive. If A were zero, all v_k would vanish, so A ≠ 0 for an eigenvector. Dividing by the bracket, summing over k and cancelling A gives

F(B) = c Σ_k 1/(d_k − d_0 + B) = 1.

Conversely, if F(B) = 1, take v_k = 1/(d_k − d_0 + B). Then cA = 1, and the eigenvalue equation holds. The condition F(B) = 1 is also the pole condition for the two-particle propagator of this model, with the repeated scattering summed as a ladder.

## The lowest root and its bounds

At B = c the term k = 0 alone contributes c · (1/c) = 1, so F(c) ≥ 1. At B = g each of the N terms in the sum is at most 1/g, so F(g) ≤ c · N/g = 1. F is continuous on [c, g], hence it equals 1 at some B in this interval. Since F decreases strictly for B > 0, no larger B solves the equation, and d_0 − B is the lowest eigenvalue.

Now separate the term k = 0. With T = Σ_{k>0} 1/(d_k − d_0 + B), the secular equation reads

c/B + cT = 1, or B = c + B·cT.

Because B > 0, we have 0 < cT < s. Hence c < B < c + Bs. The left inequality is the lower bound; the right one gives B(1 − s) < c, which is the upper bound when s < 1.

## Growing cells

If s ≤ σ < 1 for all cells, then 0 < B < (g/N)/(1 − σ), and the right side tends to zero. A gap larger than g is sufficient for this: if d_k − d_0 ≥ Δ > 0 for all k > 0, the N−1 terms of s give

s ≤ (g/N)(N−1)/Δ ≤ g/Δ,

so Δ > g is enough. When the levels crowd towards d_0 as the cell grows, as kinetic energies on a lattice do, this criterion fails and s itself has to be examined. Take nearest-neighbour hopping and cells with equal sides. On a chain or a square lattice s grows without limit at fixed g, so the result B → 0 does not apply there. On a simple cubic lattice s stays bounded, and it remains below some σ < 1 in all cells if g is small enough.

A bound σ > 1 would not do. Put all levels k > 0 at the same distance Δ = g/σ above d_0, so that s ≤ σ. Then

F(g − Δ) = (N−1)/N + (1/N) · g/(g − Δ) > 1,

so B > g − Δ for every N, and the lowering survives in the large cell.

## Two levels, with numbers

For N = 2 and d_1 − d_0 = Δ, the secular equation is quadratic, and its positive root is

B = (g − Δ + √(g² + Δ²))/2.

Take d_0 = 0, Δ = 4 and g = 3. Then B = (−1 + 5)/2 = 2. Here g/N = 1.5 and s = 1.5/4 = 0.375, so the upper bound is 1.5/0.625 = 2.4, and indeed 1.5 < 2 < 2.4. The normalised ground state is (3, 1)/√10, and H maps it to −2 times itself.

## The statement in Lean

The levels are a function `d` on `Fin (n + 2)`, so N = n + 2 and the condition N ≥ 2 is built in. `pairHamiltonian g d` is the matrix H. `energies H` is the set of real numbers that have a nonzero real eigenvector; as H is real and symmetric, this is its whole spectrum.

The hypothesis `hd` says that `d 0` lies strictly below every `d k.succ`. Here `k` runs over `Fin (n + 1)`, and `k.succ` is the level one higher, so these are exactly the levels with index above zero. They may be degenerate among themselves and come in any order. `virtualSum g d` is s, and `secular g d B` is F(B).

`pair_binding_bounds` says that, for g > 0 and s < 1, there is a B within the two strict bounds such that `d 0 - B` is the least element of the set of energies (`IsLeast`). `binding_tendsto_zero` takes a separate list of levels for each n, with the same g and σ, and any sequence `B` for which `d n 0 - B n` is the lowest energy; it concludes that `B` tends to zero.

The levels are given numbers: the lattice that produces them does not enter, and the bound on s is assumed. The model has two particles, a finite number of levels and one coupling constant; a coupling that depends on k, or a surrounding many-particle medium, would need a different matrix.

```lean
import Mathlib

open Matrix Filter

namespace FiniteCellPairBinding

noncomputable section

/-- The pair Hamiltonian in a cell with `N = n + 2` levels `d`: every pair of levels, equal or
different, is coupled by the same matrix element `-g / N`, attractive for `g > 0`. -/
def pairHamiltonian {n : ℕ} (g : ℝ) (d : Fin (n + 2) → ℝ) :
    Matrix (Fin (n + 2)) (Fin (n + 2)) ℝ :=
  Matrix.diagonal d - (g / ((n : ℝ) + 2)) • Matrix.of (fun _ _ => (1 : ℝ))

/-- The energies of a real matrix: the real numbers that have a nonzero real eigenvector. -/
def energies {n : ℕ} (H : Matrix (Fin (n + 2)) (Fin (n + 2)) ℝ) : Set ℝ :=
  {E | ∃ v : Fin (n + 2) → ℝ, v ≠ 0 ∧ H *ᵥ v = E • v}

/-- The secular function `(g / N) ∑ₖ 1 / (dₖ - d₀ + B)`, used for `B > 0` and `d₀` the lowest
level. -/
def secular {n : ℕ} (g : ℝ) (d : Fin (n + 2) → ℝ) (B : ℝ) : ℝ :=
  g / ((n : ℝ) + 2) * ∑ k, 1 / (d k - d 0 + B)

/-- The dimensionless coupling `s = (g / N) ∑ 1 / (dₖ - d₀)` to the levels `k > 0`, used when
these all lie above `d₀`. -/
def virtualSum {n : ℕ} (g : ℝ) (d : Fin (n + 2) → ℝ) : ℝ :=
  g / ((n : ℝ) + 2) * ∑ k : Fin (n + 1), 1 / (d k.succ - d 0)

/-- The Hamiltonian multiplies each amplitude by its level energy and subtracts `g / N` times
the sum of all amplitudes. -/
theorem pairHamiltonian_mulVec {n : ℕ} (g : ℝ) (d v : Fin (n + 2) → ℝ) (k : Fin (n + 2)) :
    (pairHamiltonian g d *ᵥ v) k = d k * v k - g / ((n : ℝ) + 2) * ∑ j, v j := by
  simp only [Matrix.mulVec, dotProduct, pairHamiltonian, Matrix.sub_apply, Matrix.smul_apply,
    Matrix.of_apply, smul_eq_mul, mul_one, sub_mul, Finset.sum_sub_distrib, Finset.mul_sum,
    Matrix.diagonal_apply, ite_mul, zero_mul, Finset.sum_ite_eq, Finset.mem_univ, if_true]

/-- If `d₀` lies below all other levels and `B > 0`, every level lies above the energy
`d₀ - B`. -/
theorem denom_pos {n : ℕ} {d : Fin (n + 2) → ℝ} (hd : ∀ k : Fin (n + 1), d 0 < d k.succ)
    {B : ℝ} (hB : 0 < B) (k : Fin (n + 2)) : 0 < d k - d 0 + B := by
  refine Fin.cases ?_ (fun j => ?_) k
  · linarith
  · linarith [hd j]

/-- Secular equation: with `d₀` below all other levels and `B > 0`, the number `d₀ - B` is an
energy of the pair exactly when the secular function equals one at `B`. -/
theorem mem_energies_iff {n : ℕ} {g : ℝ} {d : Fin (n + 2) → ℝ}
    (hd : ∀ k : Fin (n + 1), d 0 < d k.succ) {B : ℝ} (hB : 0 < B) :
    d 0 - B ∈ energies (pairHamiltonian g d) ↔ secular g d B = 1 := by
  constructor
  · rintro ⟨v, hv, h⟩
    -- each amplitude is fixed by the sum of all amplitudes
    have hk : ∀ k, v k = g / ((n : ℝ) + 2) * (∑ j, v j) * (1 / (d k - d 0 + B)) := by
      intro k
      have e := congrFun h k
      rw [pairHamiltonian_mulVec, Pi.smul_apply, smul_eq_mul] at e
      rw [mul_one_div, eq_div_iff (denom_pos hd hB k).ne']
      linear_combination e
    have hS : ∑ j, v j ≠ 0 := by
      intro hS
      apply hv
      funext k
      rw [hk k, hS]
      simp
    have hsum : ∑ j, v j
        = g / ((n : ℝ) + 2) * (∑ j, v j) * ∑ k, 1 / (d k - d 0 + B) :=
      (Finset.sum_congr rfl fun k _ => hk k).trans (Finset.mul_sum _ _ _).symm
    apply mul_left_cancel₀ hS
    unfold secular
    linear_combination -hsum
  · intro h
    show ∃ v : Fin (n + 2) → ℝ, v ≠ 0 ∧ pairHamiltonian g d *ᵥ v = (d 0 - B) • v
    refine ⟨fun k => 1 / (d k - d 0 + B), ?_, ?_⟩
    · intro h0
      exact (one_div_pos.2 (denom_pos hd hB 0)).ne' (congrFun h0 0)
    · funext k
      rw [pairHamiltonian_mulVec, Pi.smul_apply, smul_eq_mul]
      unfold secular at h
      have q := mul_one_div_cancel (denom_pos hd hB k).ne'
      linear_combination q - h

/-- For `g > 0` and `d₀` below all other levels, the secular function decreases strictly on
`B > 0`. -/
theorem secular_strictAnti {n : ℕ} {g : ℝ} (hg : 0 < g) {d : Fin (n + 2) → ℝ}
    (hd : ∀ k : Fin (n + 1), d 0 < d k.succ) {B C : ℝ} (hB : 0 < B) (hBC : B < C) :
    secular g d C < secular g d B := by
  unfold secular
  exact mul_lt_mul_of_pos_left
    (Finset.sum_lt_sum_of_nonempty Finset.univ_nonempty fun k _ =>
      one_div_lt_one_div_of_lt (denom_pos hd hB k) (by linarith)) (by positivity)

/-- For `g > 0` and `d₀` below all other levels, the lowest energy exists and equals `d₀ - B`,
where `B > 0` solves the secular equation. -/
theorem exists_ground_energy {n : ℕ} {g : ℝ} (hg : 0 < g) {d : Fin (n + 2) → ℝ}
    (hd : ∀ k : Fin (n + 1), d 0 < d k.succ) :
    ∃ B, 0 < B ∧ secular g d B = 1 ∧
      IsLeast (energies (pairHamiltonian g d)) (d 0 - B) := by
  have hc : 0 < g / ((n : ℝ) + 2) := by positivity
  have hn : (0 : ℝ) ≤ n := Nat.cast_nonneg n
  have hcg : g / ((n : ℝ) + 2) ≤ g := div_le_self hg.le (by linarith)
  have hcont : ContinuousOn (fun B => secular g d B) (Set.Icc (g / ((n : ℝ) + 2)) g) := by
    unfold secular
    exact continuousOn_const.mul (continuousOn_finsetSum _ fun k _ =>
      continuousOn_const.div (by fun_prop)
        fun x hx => (denom_pos hd (hc.trans_le hx.1) k).ne')
  -- at `B = g / N` the lowest level alone already contributes one
  have hlow : 1 ≤ secular g d (g / ((n : ℝ) + 2)) := by
    have h1 : 1 / (d 0 - d 0 + g / ((n : ℝ) + 2))
        ≤ ∑ k, 1 / (d k - d 0 + g / ((n : ℝ) + 2)) :=
      Finset.single_le_sum (f := fun k => 1 / (d k - d 0 + g / ((n : ℝ) + 2)))
        (fun k _ => (one_div_pos.2 (denom_pos hd hc k)).le) (Finset.mem_univ 0)
    rw [sub_self, zero_add] at h1
    have h2 := mul_le_mul_of_nonneg_left h1 hc.le
    rwa [mul_one_div_cancel hc.ne'] at h2
  -- at `B = g` each of the `N` levels contributes at most `1 / N`
  have hhigh : secular g d g ≤ 1 := by
    have h1 : ∑ k, 1 / (d k - d 0 + g) ≤ ((n : ℝ) + 2) * (1 / g) := by
      calc ∑ k, 1 / (d k - d 0 + g) ≤ ∑ _k : Fin (n + 2), 1 / g := by
            refine Finset.sum_le_sum fun k _ => one_div_le_one_div_of_le hg ?_
            refine Fin.cases ?_ (fun j => ?_) k
            · linarith
            · linarith [hd j]
        _ = ((n : ℝ) + 2) * (1 / g) := by
            rw [Finset.sum_const, Finset.card_univ, Fintype.card_fin, nsmul_eq_mul]
            push_cast
            ring
    have h2 := mul_le_mul_of_nonneg_left h1 hc.le
    have h3 : g / ((n : ℝ) + 2) * (((n : ℝ) + 2) * (1 / g)) = 1 := by
      field_simp
    rw [h3] at h2
    exact h2
  obtain ⟨B, hBm, hB1⟩ := intermediate_value_Icc' hcg hcont ⟨hhigh, hlow⟩
  have hB : 0 < B := hc.trans_le hBm.1
  refine ⟨B, hB, hB1, (mem_energies_iff hd hB).2 hB1, ?_⟩
  -- a lower energy would be a second root of a strictly decreasing function
  intro E hE
  by_contra hlt
  have hlt' : E < d 0 - B := not_le.1 hlt
  have hE' : d 0 - (d 0 - E) ∈ energies (pairHamiltonian g d) := by
    rwa [sub_sub_cancel]
  have h1 := (mem_energies_iff hd (by linarith)).1 hE'
  have h2 := secular_strictAnti hg hd hB (show B < d 0 - E by linarith)
  have h3 : secular g d B = 1 := hB1
  linarith

/-- Finite-cell pair binding: for `g > 0`, `d₀` below all other levels and `s < 1`, the lowest
energy is `d₀ - B` with `g / N < B < (g / N) / (1 - s)`. -/
theorem pair_binding_bounds {n : ℕ} {g : ℝ} (hg : 0 < g) {d : Fin (n + 2) → ℝ}
    (hd : ∀ k : Fin (n + 1), d 0 < d k.succ) (hs : virtualSum g d < 1) :
    ∃ B, IsLeast (energies (pairHamiltonian g d)) (d 0 - B) ∧
      g / ((n : ℝ) + 2) < B ∧ B < g / ((n : ℝ) + 2) / (1 - virtualSum g d) := by
  obtain ⟨B, hB, h, hleast⟩ := exists_ground_energy hg hd
  have hc : 0 < g / ((n : ℝ) + 2) := by positivity
  refine ⟨B, hleast, ?_⟩
  -- separate the lowest level in the secular equation
  unfold secular at h
  rw [Fin.sum_univ_succ, sub_self, zero_add] at h
  have hT : 0 < ∑ k : Fin (n + 1), 1 / (d k.succ - d 0 + B) :=
    Finset.sum_pos (fun k _ => one_div_pos.2 (denom_pos hd hB k.succ)) Finset.univ_nonempty
  have hTs : ∑ k : Fin (n + 1), 1 / (d k.succ - d 0 + B)
      < ∑ k : Fin (n + 1), 1 / (d k.succ - d 0) :=
    Finset.sum_lt_sum_of_nonempty Finset.univ_nonempty fun k _ =>
      one_div_lt_one_div_of_lt (sub_pos.2 (hd k)) (by linarith)
  have hb : B * (1 / B) = 1 := mul_one_div_cancel hB.ne'
  rw [lt_div_iff₀ (sub_pos.2 hs)]
  unfold virtualSum
  generalize g / ((n : ℝ) + 2) = c at *
  generalize ∑ k : Fin (n + 1), 1 / (d k.succ - d 0 + B) = T at *
  generalize ∑ k : Fin (n + 1), 1 / (d k.succ - d 0) = S at *
  have key : c + B * (c * T) = B := by linear_combination B * h - c * hb
  have h1 : 0 < B * (c * T) := mul_pos hB (mul_pos hc hT)
  have h2 : B * (c * T) < B * (c * S) :=
    mul_lt_mul_of_pos_left (mul_lt_mul_of_pos_left hTs hc) hB
  constructor
  · linarith
  · linarith [mul_sub B 1 (c * S)]

/-- If all other levels lie at least `Δ > 0` above `d₀` and `g > 0`, then `s ≤ g / Δ` for every
cell size. -/
theorem virtualSum_le_of_gap {n : ℕ} {g Δ : ℝ} (hg : 0 < g) (hΔ : 0 < Δ)
    {d : Fin (n + 2) → ℝ} (hgap : ∀ k : Fin (n + 1), Δ ≤ d k.succ - d 0) :
    virtualSum g d ≤ g / Δ := by
  have h1 : ∑ k : Fin (n + 1), 1 / (d k.succ - d 0) ≤ ((n : ℝ) + 2) * (1 / Δ) := by
    calc ∑ k : Fin (n + 1), 1 / (d k.succ - d 0) ≤ ∑ _k : Fin (n + 1), 1 / Δ :=
          Finset.sum_le_sum fun k _ => one_div_le_one_div_of_le hΔ (hgap k)
      _ = ((n : ℝ) + 1) * (1 / Δ) := by
          rw [Finset.sum_const, Finset.card_univ, Fintype.card_fin, nsmul_eq_mul]
          push_cast
          ring
      _ ≤ ((n : ℝ) + 2) * (1 / Δ) :=
          mul_le_mul_of_nonneg_right (by linarith) (one_div_pos.2 hΔ).le
  have hc : 0 < g / ((n : ℝ) + 2) := by positivity
  unfold virtualSum
  calc _ ≤ g / ((n : ℝ) + 2) * (((n : ℝ) + 2) * (1 / Δ)) :=
        mul_le_mul_of_nonneg_left h1 hc.le
    _ = g / Δ := by field_simp

/-- Size artefact: along cells with `N = n + 2` levels, fixed `g > 0`, `d₀` below all other levels
and `s ≤ σ < 1` throughout, if `d₀ - B` is the lowest energy in each cell, then `B` tends to zero as
the cell grows. -/
theorem binding_tendsto_zero {g σ : ℝ} (hg : 0 < g) (hσ : σ < 1)
    (d : ∀ n : ℕ, Fin (n + 2) → ℝ) (hd : ∀ n, ∀ k : Fin (n + 1), d n 0 < d n k.succ)
    (hs : ∀ n, virtualSum g (d n) ≤ σ) (B : ℕ → ℝ)
    (hB : ∀ n, IsLeast (energies (pairHamiltonian g (d n))) (d n 0 - B n)) :
    Tendsto B atTop (nhds 0) := by
  have hbound : ∀ n, 0 ≤ B n ∧ B n ≤ g / ((n : ℝ) + 2) / (1 - σ) := by
    intro n
    obtain ⟨C, hC, hlow, hup⟩ := pair_binding_bounds hg (hd n) ((hs n).trans_lt hσ)
    have hBC : B n = C := by linarith [(hB n).unique hC]
    have hc : 0 < g / ((n : ℝ) + 2) := by positivity
    rw [hBC]
    exact ⟨(hc.trans hlow).le, hup.le.trans
      (div_le_div_of_nonneg_left hc.le (sub_pos.2 hσ) (by linarith [hs n]))⟩
  have hlim : Tendsto (fun n : ℕ => g / ((n : ℝ) + 2)) atTop (nhds 0) :=
    (tendsto_atTop_add_const_right _ 2 tendsto_natCast_atTop_atTop).const_div_atTop g
  have hlim' := hlim.div_const (1 - σ)
  rw [zero_div] at hlim'
  exact squeeze_zero (fun n => (hbound n).1) (fun n => (hbound n).2) hlim'

end

end FiniteCellPairBinding
```

```lean
#print axioms FiniteCellPairBinding.pair_binding_bounds
#print axioms FiniteCellPairBinding.virtualSum_le_of_gap
#print axioms FiniteCellPairBinding.binding_tendsto_zero
```

```
'FiniteCellPairBinding.pair_binding_bounds' depends on axioms: [propext, Classical.choice, Quot.sound]
'FiniteCellPairBinding.virtualSum_le_of_gap' depends on axioms: [propext, Classical.choice, Quot.sound]
'FiniteCellPairBinding.binding_tendsto_zero' depends on axioms: [propext, Classical.choice, Quot.sound]
```

## From the matrix to the limit

`pairHamiltonian_mulVec` computes (Hv)_k, and `denom_pos` shows that the brackets d_k − d_0 + B are positive, treating k = 0 and k > 0 separately.

`mem_energies_iff` is the secular equation in both directions. In the first, `hk` solves for each amplitude, `hS` shows that the sum of amplitudes is nonzero, and `mul_left_cancel₀` cancels it. In the second, the explicit vector is supplied and `linear_combination` verifies the eigenvalue equation.

`secular_strictAnti` compares the sums term by term. In `exists_ground_energy`, `hlow` and `hhigh` are the estimates at B = g/N and B = g, and `intermediate_value_Icc'` is the intermediate value theorem for a function that goes from the higher to the lower value. An energy E below d_0 − B would make d_0 − E a second root, which contradicts strict monotonicity.

In `pair_binding_bounds`, `Fin.sum_univ_succ` splits off the term k = 0. The `generalize` steps then replace g/N and the two sums by the letters `c`, `T` and `S`, where `c * S` is s. The identity `key` is B = c + B·cT, and `h1` and `h2` are the inequalities 0 < B·cT < Bs, from which both bounds follow by linear arithmetic.

`virtualSum_le_of_gap` bounds each term of the sum in s by 1/Δ. For the limit, `binding_tendsto_zero` first identifies the given `B n` with the B of the bounds, since a set has at most one least element. It then replaces s by σ in the denominator and applies `squeeze_zero`.
